# The Korringa correction falls strictly with exchange if no contributing wavevector responds more strongly than the uniform one and some contributing wavevector responds more weakly

To estimate an exchange parameter from NMR data on a metal, one can divide the measured relaxation rate by the value that the free-electron Korringa relation predicts from the spin part of the measured Knight shift, and then solve for the parameter that reproduces this quotient. If the quotient is a strictly monotonic function of the parameter, at most one value fits. The parts below establish this for a model with finitely many wavevectors and a single exchange parameter, between zero exchange and the ferromagnetic instability. The condition is that, among the wavevectors that contribute to the relaxation, the static response of the non-interacting electrons is nowhere larger than at zero wavevector and is smaller for at least one.

The wavevectors $q$ form a finite set, the type `ι` in Lean.

```lean
import Mathlib

open Filter Topology Set

namespace KorringaExchange

noncomputable section

variable {ι : Type*} [Fintype ι]
```

Let $a$ be the exchange parameter, with $a=0$ for non-interacting electrons and $a=1$ at the ferromagnetic instability. Here the Knight shift means its spin part, which measures the uniform spin response; an orbital part has to be subtracted from measured data first. With free-electron value $K_0$ the spin part is
$$K(a)=\frac{K_0}{1-a}.$$

```lean
/-- Knight shift `K₀ / (1 - a)`: the free-electron shift `K₀` with uniform exchange
enhancement of parameter `a`. -/
def knightShift (K₀ a : ℝ) : ℝ := K₀ / (1 - a)
```

The relaxation rate divided by temperature collects spin fluctuations at all wavevectors. Let $R_0$ be its free-electron value, $w_q$ the share of wavevector $q$ in that value, and $F_q$ the static non-interacting susceptibility at $q$ divided by its value at zero wavevector. Then
$$R(a)=R_0\sum_q\frac{w_q}{(1-aF_q)^2}.$$
This form takes $a$ to be the same at every wavevector and leaves out orbital and dipolar relaxation. The numbers $w_q$ and $F_q$ are inputs; no band structure is computed.

```lean
/-- Nuclear relaxation rate divided by temperature: the free-electron value `R₀` times the
weighted sum over wavevectors of the squared enhancement `1 / (1 - a F_q)`. -/
def relaxationRate (R₀ : ℝ) (w F : ι → ℝ) (a : ℝ) : ℝ :=
  R₀ * ∑ q, w q / (1 - a * F q) ^ 2
```

The Korringa correction is
$$C(a)=(1-a)^2\sum_q\frac{w_q}{(1-aF_q)^2}.$$

```lean
/-- The Korringa correction `(1 - a)² ∑ w_q / (1 - a F_q)²`. -/
def korringaCorrection (w F : ι → ℝ) (a : ℝ) : ℝ :=
  (1 - a) ^ 2 * ∑ q, w q / (1 - a * F q) ^ 2
```

For a single mode with response $f$, the enhancement relative to the uniform one is
$$r(f,a)=\frac{1-a}{1-af}.$$

```lean
/-- Enhancement of a mode with response `f`, relative to the uniform enhancement. -/
def modeRatio (f a : ℝ) : ℝ := (1 - a) / (1 - a * f)
```

In Lean all these quantities are real numbers, and the signs and bounds of $w_q$ and $F_q$ enter as hypotheses of each theorem. Lean sets division by zero to zero, so the identities in (a) and (b) also cover vanishing denominators $1-aF_q$, where they have no physical content.

## (a) The factor that multiplies the free-electron relation

Show that, for $K_0\neq0$ and $a\neq1$, the correction is the factor between the enhanced rate and the free-electron relation evaluated at the enhanced shift:
$$R(a)=C(a)\,\frac{R_0}{K_0^2}\,K(a)^2.$$

Since $K(a)^2=K_0^2/(1-a)^2$, the prefactors on the right combine to
$$(1-a)^2\cdot\frac{R_0}{K_0^2}\cdot\frac{K_0^2}{(1-a)^2}=R_0.$$
What remains is $R_0\sum_q w_q/(1-aF_q)^2=R(a)$.

This fixes the convention: $C$ multiplies the rate at a given squared shift, and $C<1$ means slower relaxation than the free-electron relation predicts from that shift. In the proof, `e` is the cancellation of the prefactors. The sum over modes is abbreviated to `S`, and `linear_combination` multiplies `e` by it.

```lean
/-- For `K₀ ≠ 0` and `a ≠ 1`, the enhanced relaxation rate equals the free-electron ratio `R₀ / K₀²`
times the squared enhanced Knight shift, multiplied by the Korringa correction. -/
theorem korringa_relation (w F : ι → ℝ) {R₀ K₀ a : ℝ} (hK : K₀ ≠ 0) (ha : a ≠ 1) :
    relaxationRate R₀ w F a =
      korringaCorrection w F a * (R₀ / K₀ ^ 2) * knightShift K₀ a ^ 2 := by
  have h : 1 - a ≠ 0 := sub_ne_zero.mpr (Ne.symm ha)
  have e : (1 - a) ^ 2 * (R₀ / K₀ ^ 2) * (K₀ / (1 - a)) ^ 2 = R₀ := by
    field_simp
  unfold relaxationRate korringaCorrection knightShift
  generalize (∑ q, w q / (1 - a * F q) ^ 2) = S
  linear_combination (-S) * e
```

## (b) A weighted sum of squares

Write the correction in terms of the relative enhancements:
$$C(a)=\sum_q w_q\,r(F_q,a)^2.$$

Take the factor $(1-a)^2$ inside the sum. Each term becomes
$$(1-a)^2\frac{w_q}{(1-aF_q)^2}=w_q\left(\frac{1-a}{1-aF_q}\right)^2.$$
The dependence on $a$ can now be studied one mode at a time. Lean does the same with `Finset.mul_sum`, followed by a comparison term by term.

```lean
/-- The Korringa correction is the weighted sum of the squared relative enhancements. -/
theorem korringaCorrection_eq_sum (w F : ι → ℝ) (a : ℝ) :
    korringaCorrection w F a = ∑ q, w q * modeRatio (F q) a ^ 2 := by
  unfold korringaCorrection modeRatio
  rw [Finset.mul_sum]
  refine Finset.sum_congr rfl fun q _ => ?_
  rw [div_pow]
  ring
```

## (c) Positive denominators

Show that for $f\le1$ and $0\le a<1$
$$1-af>0.$$

Multiplying $f\le1$ by $a\ge0$ gives $af\le a$, and $a<1$. Physically, no mode becomes unstable before the uniform one. The interval $[0,1)$ is `Ico (0 : ℝ) 1` in Lean. Negative $f$ is allowed.

```lean
private lemma den_pos {f a : ℝ} (hf : f ≤ 1) (ha : a ∈ Ico (0 : ℝ) 1) :
    0 < 1 - a * f := by
  have h := mul_le_mul_of_nonneg_left hf ha.1
  have h' := ha.2
  linarith
```

## (d) Modes that respond like the uniform one

Show that for $a<1$
$$r(1,a)=1.$$

Numerator and denominator are both $1-a$, which is not zero. Such a mode contributes its full weight to $C(a)$ whatever the exchange.

```lean
private lemma modeRatio_one {a : ℝ} (ha : a < 1) : modeRatio 1 a = 1 := by
  unfold modeRatio
  rw [mul_one]
  exact div_self (by linarith)
```

## (e) A single weaker mode

Let $f<1$ and $0\le a<b<1$. Show that the relative enhancement decreases strictly:
$$r(f,b)<r(f,a).$$

By (c) both denominators are positive, so the claim is equivalent to
$$(1-b)(1-af)<(1-a)(1-bf).$$
Expanding both sides, the terms $1$ and $abf$ cancel in the difference, and
$$(1-a)(1-bf)-(1-b)(1-af)=(b-a)-f(b-a)=(b-a)(1-f)>0.$$

`StrictAntiOn` is Lean's term for strictly decreasing on a set. The lemma `div_lt_div_iff₀` performs the cross-multiplication, `h` is the positivity of $(b-a)(1-f)$, and `nlinarith` does the expansion.

```lean
/-- The relative enhancement of a mode with response `f < 1` decreases strictly with the exchange
parameter on `[0, 1)`. -/
theorem modeRatio_strictAntiOn {f : ℝ} (hf : f < 1) :
    StrictAntiOn (modeRatio f) (Ico 0 1) := by
  intro a ha b hb hab
  unfold modeRatio
  rw [div_lt_div_iff₀ (den_pos hf.le hb) (den_pos hf.le ha)]
  -- the cross-multiplied difference is (b - a)(1 - f)
  have h := mul_pos (sub_pos.mpr hab) (sub_pos.mpr hf)
  nlinarith [h]
```

## (f) The full correction

Let all $w_q>0$, all $F_q\le1$ and at least one $F_q<1$. Show that for $0\le a<b<1$
$$C(b)<C(a).$$

Use the sum in (b). If $F_q<1$, then $0\le r(F_q,b)<r(F_q,a)$ by (c) and (e). Squaring preserves the order of non-negative numbers, and multiplication by $w_q>0$ preserves it too, so this term decreases strictly. If $F_q=1$, the term equals $w_q$ at both parameters by (d). No term grows and at least one shrinks, so the sum shrinks.

The weights need not sum to one, and $F_q\ge0$ is not required. Wavevectors with $w_q=0$ have to be left out of the set before the theorem is applied, which does not change $C$. For free electrons at zero temperature these are the wavevectors beyond $2k_F$, where $k_F$ is the Fermi wavevector. The omission matters in two dimensions: there the free-electron $F_q$ equals one up to $2k_F$ and is smaller only beyond, so $C$ does not depend on $a$. In Lean, `strict` is the statement for one mode with $F_q<1$. `Finset.sum_lt_sum` then asks for a weak inequality in every term and a strict one in some term, here the mode `p`.

The bound $F_q\le1$ stands for a non-interacting susceptibility that is largest at zero wavevector. Without it the conclusion can fail. Take three modes with $w=\tfrac13$ each and $F=1$, $2$ and $\tfrac12$. Then $C(0)=1$, but
$$C(\tfrac13)=\frac13\left(1+4+\frac{16}{25}\right)=\frac{47}{25}.$$
Here exchange enhances the fluctuations of the mode with $F=2$ more than the uniform response, and this outweighs the decrease from the mode with $F=\tfrac12$.

```lean
/-- With positive weights, responses `F_q ≤ 1` and at least one `F_q < 1`, the Korringa
correction decreases strictly with the exchange parameter on `[0, 1)`. -/
theorem korringaCorrection_strictAntiOn {w F : ι → ℝ} (hw : ∀ q, 0 < w q)
    (hF : ∀ q, F q ≤ 1) (hlt : ∃ q, F q < 1) :
    StrictAntiOn (korringaCorrection w F) (Ico 0 1) := by
  intro a ha b hb hab
  rw [korringaCorrection_eq_sum w F b, korringaCorrection_eq_sum w F a]
  -- every mode with F < 1 contributes a strict decrease
  have strict : ∀ q, F q < 1 →
      w q * modeRatio (F q) b ^ 2 < w q * modeRatio (F q) a ^ 2 := by
    intro q hq
    have h0 : 0 ≤ modeRatio (F q) b :=
      div_nonneg (sub_nonneg.mpr hb.2.le) (den_pos hq.le hb).le
    exact mul_lt_mul_of_pos_left
      (pow_lt_pow_left₀ (modeRatio_strictAntiOn hq ha hb hab) h0 two_ne_zero) (hw q)
  obtain ⟨p, hp⟩ := hlt
  refine Finset.sum_lt_sum (fun q _ => ?_) ⟨p, Finset.mem_univ p, strict p hp⟩
  rcases lt_or_eq_of_le (hF q) with h | h
  · exact (strict q h).le
  · exact le_of_eq (by rw [h, modeRatio_one hb.2, modeRatio_one ha.2])
```

## (g) When the correction lies below one

Now let the weights also sum to one, and let $0<a<1$. With $w_q>0$ and $F_q\le1$ as before, show that
$$C(a)<1\iff F_q<1\text{ for some }q.$$

If some $F_q<1$, then (f) gives $C(a)<C(0)$, and $C(0)=\sum_q w_q=1$. If there is no such mode, every $F_q$ equals one, and (b) and (d) give $C(a)=\sum_q w_q=1$, which is not below one.

Within this model, a correction below one therefore signals that some wavevector responds more weakly than the uniform one. The two bullets of the Lean proof are the two directions. The first argues by contradiction, and the second compares $a$ with $0$ through the theorem of (f).

```lean
/-- For normalised positive weights, responses `F_q ≤ 1` and `0 < a < 1`, the Korringa
correction lies below one exactly when some mode has `F_q < 1`. -/
theorem korringaCorrection_lt_one_iff {w F : ι → ℝ} (hw : ∀ q, 0 < w q)
    (hsum : ∑ q, w q = 1) (hF : ∀ q, F q ≤ 1) {a : ℝ} (ha : 0 < a) (ha1 : a < 1) :
    korringaCorrection w F a < 1 ↔ ∃ q, F q < 1 := by
  constructor
  · intro h
    by_contra hn
    have hone : ∀ q, F q = 1 := fun q =>
      le_antisymm (hF q) (not_lt.mp fun hq => hn ⟨q, hq⟩)
    have e : korringaCorrection w F a = 1 := by
      rw [korringaCorrection_eq_sum, ← hsum]
      refine Finset.sum_congr rfl fun q _ => ?_
      rw [hone q, modeRatio_one ha1]
      ring
    linarith
  · intro hlt
    have h := korringaCorrection_strictAntiOn hw hF hlt
      (show (0 : ℝ) ∈ Ico (0 : ℝ) 1 from ⟨le_refl 0, one_pos⟩) ⟨ha.le, ha1⟩ ha
    have e : korringaCorrection w F 0 = 1 := by
      simp [korringaCorrection, hsum]
    linarith
```

## (h) A tangent line below the inverse square

For $x>0$ and $m>0$, show that the graph of $1/x^2$ lies on or above its tangent at $m$:
$$\frac{3}{m^2}-\frac{2}{m^3}\,x\le\frac1{x^2}.$$

The left side has value $1/m^2$ and slope $-2/m^3$ at $x=m$, so it is the tangent. Over a common denominator the difference is
$$\frac1{x^2}-\frac3{m^2}+\frac{2x}{m^3}=\frac{m^3-3mx^2+2x^3}{x^2m^3}=\frac{(m-x)^2(m+2x)}{x^2m^3}\ge0.$$
In Lean, `e` is this factorisation and `positivity` supplies the sign.

```lean
private lemma tangent_bound {x m : ℝ} (hx : 0 < x) (hm : 0 < m) :
    3 / m ^ 2 - 2 / m ^ 3 * x ≤ 1 / x ^ 2 := by
  have e : 1 / x ^ 2 - (3 / m ^ 2 - 2 / m ^ 3 * x)
      = (m - x) ^ 2 * (m + 2 * x) / (x ^ 2 * m ^ 3) := by
    field_simp
    ring
  have h : 0 ≤ (m - x) ^ 2 * (m + 2 * x) / (x ^ 2 * m ^ 3) := by positivity
  linarith
```

## (i) A lower bound from the average response

Let $w_q\ge0$, $\sum_q w_q=1$, $F_q\le1$ and $0\le a<1$, and put $\bar F=\sum_q w_qF_q$. Show that
$$r(\bar F,a)^2\le C(a).$$

Set $x_q=1-aF_q$ and $m=1-a\bar F$. Because the weights sum to one, $m=\sum_q w_qx_q$. Also $\bar F\le1$, so (c) makes $m$ and every $x_q$ positive. Apply (h) at each $x_q$, multiply by $w_q$ and sum:
$$\sum_q\frac{w_q}{x_q^2}\ge\frac3{m^2}-\frac2{m^3}\sum_q w_qx_q=\frac3{m^2}-\frac2{m^2}=\frac1{m^2}.$$
Multiplication by $(1-a)^2$ gives the claim.

Besides $a$, the bound needs only one number, the averaged response, and it can serve as a check on a computed sum over wavevectors in this model. In the proof, `hS` is $\bar F\le1$, `avg` evaluates the averaged tangent line, and `key` is the inequality before the factor $(1-a)^2$ is restored.

```lean
/-- For normalised non-negative weights, responses `F_q ≤ 1` and `0 ≤ a < 1`, the Korringa
correction is at least the squared relative enhancement of a single mode whose response is the
weighted average of the `F_q`. -/
theorem modeRatio_average_sq_le {w F : ι → ℝ} (hw : ∀ q, 0 ≤ w q)
    (hsum : ∑ q, w q = 1) (hF : ∀ q, F q ≤ 1) {a : ℝ} (ha : a ∈ Ico (0 : ℝ) 1) :
    modeRatio (∑ q, w q * F q) a ^ 2 ≤ korringaCorrection w F a := by
  have hS : ∑ q, w q * F q ≤ 1 := by
    rw [← hsum]
    exact Finset.sum_le_sum fun q _ => mul_le_of_le_one_right (hw q) (hF q)
  obtain ⟨m, hm⟩ : ∃ m, m = 1 - a * ∑ q, w q * F q := ⟨_, rfl⟩
  have hm0 : 0 < m := hm ▸ den_pos hS ha
  -- averaging the tangent line at m returns its value at m
  have avg : ∑ q, w q * (3 / m ^ 2 - 2 / m ^ 3 * (1 - a * F q)) = 1 / m ^ 2 := by
    have split : ∑ q, w q * (3 / m ^ 2 - 2 / m ^ 3 * (1 - a * F q))
        = (3 / m ^ 2 - 2 / m ^ 3) * ∑ q, w q
          + 2 / m ^ 3 * a * ∑ q, w q * F q := by
      rw [Finset.mul_sum, Finset.mul_sum, ← Finset.sum_add_distrib]
      exact Finset.sum_congr rfl fun q _ => by ring
    have e : 2 / m ^ 3 * m = 2 / m ^ 2 := by field_simp
    rw [split, hsum]
    linear_combination 2 / m ^ 3 * hm - e
  have key : 1 / m ^ 2 ≤ ∑ q, w q / (1 - a * F q) ^ 2 := by
    rw [← avg]
    refine Finset.sum_le_sum fun q _ => ?_
    rw [div_eq_mul_one_div (w q)]
    exact mul_le_mul_of_nonneg_left (tangent_bound (den_pos (hF q) ha) hm0) (hw q)
  unfold modeRatio korringaCorrection
  rw [← hm, div_pow, div_eq_mul_one_div]
  exact mul_le_mul_of_nonneg_left key (sq_nonneg _)
```

## (j) The approach to the ferromagnetic instability

Show that, for any real $w_q$ and $F_q$,
$$\lim_{a\to1^-}C(a)=\sum_{q:\,F_q=1}w_q.$$

Take the terms of (b) one by one. If $F_q=1$, the term is $w_q$ for every $a<1$, and so is its limit. If $F_q\ne1$, the denominator of $r(F_q,a)$ tends to $1-F_q\neq0$ while the numerator tends to zero, so the term vanishes. The sum is finite, and the limits add.

If only the zero wavevector of a mesh has $F_q=1$, the limit is the weight assigned to that point, so close to the instability the computed correction depends on the mesh.

In the statement, `𝓝[<] 1` expresses the approach to one from below, and `if F q = 1 then w q else 0` selects the surviving weights. The proof splits on the same condition. The first case uses (d), and the second uses continuity of the quotient at $a=1$, where its value is zero.

```lean
/-- As the exchange parameter approaches one from below, the Korringa correction tends to
the total weight of the modes with `F_q = 1`. -/
theorem korringaCorrection_tendsto (w F : ι → ℝ) :
    Tendsto (korringaCorrection w F) (𝓝[<] 1)
      (𝓝 (∑ q, if F q = 1 then w q else 0)) := by
  rw [show korringaCorrection w F = fun a => ∑ q, w q * modeRatio (F q) a ^ 2 from
    funext (korringaCorrection_eq_sum w F)]
  refine tendsto_finsetSum _ fun q _ => ?_
  split_ifs with h
  · -- a mode with F = 1 keeps its full weight
    refine tendsto_const_nhds.congr' ?_
    filter_upwards [self_mem_nhdsWithin] with a ha
    rw [h, modeRatio_one ha]
    ring
  · -- every other mode is continuous at a = 1 and vanishes there
    have hd : 1 - 1 * F q ≠ 0 := fun h0 => h (by linarith)
    have hc : ContinuousAt (fun a : ℝ => w q * modeRatio (F q) a ^ 2) 1 := by
      have hnum : ContinuousAt (fun a : ℝ => 1 - a) 1 := by fun_prop
      have hden : ContinuousAt (fun a : ℝ => 1 - a * F q) 1 := by fun_prop
      have hr : ContinuousAt (fun a : ℝ => modeRatio (F q) a) 1 := hnum.div hden hd
      exact continuousAt_const.mul (hr.pow 2)
    have t : Tendsto (fun a : ℝ => w q * modeRatio (F q) a ^ 2) (𝓝[<] 1)
        (𝓝 (w q * modeRatio (F q) 1 ^ 2)) := hc.tendsto.mono_left nhdsWithin_le_nhds
    have e : w q * modeRatio (F q) 1 ^ 2 = 0 := by simp [modeRatio]
    rw [e] at t
    exact t

end

end KorringaExchange
```

```lean
#print axioms KorringaExchange.korringaCorrection_strictAntiOn
#print axioms KorringaExchange.korringaCorrection_lt_one_iff
#print axioms KorringaExchange.modeRatio_average_sq_le
#print axioms KorringaExchange.korringaCorrection_tendsto
```

```
'KorringaExchange.korringaCorrection_strictAntiOn' depends on axioms: [propext, Classical.choice, Quot.sound]
'KorringaExchange.korringaCorrection_lt_one_iff' depends on axioms: [propext, Classical.choice, Quot.sound]
'KorringaExchange.modeRatio_average_sq_le' depends on axioms: [propext, Classical.choice, Quot.sound]
'KorringaExchange.korringaCorrection_tendsto' depends on axioms: [propext, Classical.choice, Quot.sound]
```
